# Multiple-try Metropolis with symmetric proposals is reversible on a finite state space

## Trials, reference points and acceptance

Let $S$ be a finite set of configurations with weights $p(x)>0$, for instance Boltzmann factors. The task is to sample configurations in proportion to $p$ by a Markov chain that examines several candidates per step. Candidates come from a proposal matrix $q(x,y)\ge 0$ with $\sum_y q(x,y)=1$ and $q(x,y)=q(y,x)$. The weights need no normalisation, since a common factor cancels throughout.

In Lean 4 with Mathlib:

```lean
import Mathlib

open Finset

namespace MultipleTryMetropolis

noncomputable section

variable {S : Type*} [Fintype S] [DecidableEq S]
```

For a tuple $t=(t_i)$ of states, write $W(t)=\sum_i p(t_i)$.

```lean
/-- The sum of the target weights `p` over a tuple of states. -/
def weight (p : S → ℝ) {m : ℕ} (t : Fin m → S) : ℝ := ∑ i, p (t i)
```

Independent draws from $q(x,\cdot)$ produce $t$ with probability $D_x(t)=\prod_i q(x,t_i)$.

```lean
/-- The probability of drawing the tuple `t` by independent proposals from `q x`. -/
def draw (q : S → S → ℝ) (x : S) {m : ℕ} (t : Fin m → S) : ℝ := ∏ i, q x (t i)
```

There are $k=n+1$ trials $t$, so `n = 0` means one trial. Once a trial $y$ has been selected, $n$ reference points $r$ are drawn from $q(y,\cdot)$ and the current state $x$ is added to them. The move is accepted with probability
$$a=\min\!\left(1,\frac{W(t)}{p(x)+W(r)}\right).$$

```lean
/-- The acceptance probability: trial sum over reference sum, capped at one, where the
reference set is `r` together with the current state `x`. Meant for positive `p`. -/
def accept (p : S → ℝ) {m n : ℕ} (x : S) (t : Fin m → S) (r : Fin n → S) : ℝ :=
  min 1 (weight p t / (p x + weight p r))
```

Position $j$ is selected with probability $p(t_j)/W(t)$. Summing over all histories that end in acceptance of $y$ gives
$$M(x,y)=\sum_t\sum_{j:\,t_j=y}D_x(t)\frac{p(t_j)}{W(t)}\sum_r D_y(r)\,a.$$

```lean
/-- The probability of an accepted move from `x` to `y`: draw `n + 1` trials from `q x`,
select `y` among them proportionally to `p`, draw `n` reference points from `q y`, and accept.
Meant for positive `p`. -/
def move (p : S → ℝ) (q : S → S → ℝ) (n : ℕ) (x y : S) : ℝ :=
  ∑ t : Fin (n + 1) → S, ∑ j, draw q x t * (p (t j) / weight p t) *
    (if t j = y then ∑ r : Fin n → S, draw q y r * accept p x t r else 0)
```

Rejection leaves the chain at $x$, so the full kernel is $K(x,y)=M(x,y)+\delta_{xy}\bigl(1-\sum_z M(x,z)\bigr)$.

```lean
/-- The multiple-try Metropolis kernel with `n + 1` trials: accepted moves, and the
rejected probability left at the current state. Meant for positive `p`. -/
def kernel (p : S → ℝ) (q : S → S → ℝ) (n : ℕ) (x y : S) : ℝ :=
  move p q n x y + if x = y then 1 - ∑ z, move p q n x z else 0
```

## Splitting off the selected trial

Let $s$ be the $n$ unselected trials. The symmetry of the method sits in the following average, called `overlap` here, which is not a textbook name:
$$O(x,y)=\sum_{s,r}D_x(s)D_y(r)\min\!\left(\frac1{p(y)+W(s)},\frac1{p(x)+W(r)}\right).$$

```lean
/-- The average of the smaller of the inverse trial sum and the inverse reference sum, over
`n` unselected trials from `q x` and `n` reference points from `q y`. Meant for positive `p`. -/
def overlap (p : S → ℝ) (q : S → S → ℝ) (n : ℕ) (x y : S) : ℝ :=
  ∑ s : Fin n → S, ∑ r : Fin n → S, draw q x s * draw q y r *
    min (1 / (p y + weight p s)) (1 / (p x + weight p r))
```

To reach it, the sum over $t$ is taken first over the state at position $j$ and then over $s$. Mathlib's `Fin.insertNth` puts a state into a tuple at position $j$ and shifts the later entries. `Fin.insertNthEquiv` says that every tuple of length $n+1$ arises exactly once in this way, and `sum_comp` carries the sum across that bijection. No position has to be treated separately.

```lean
omit [DecidableEq S] in
/-- A sum over all tuples of trials can be taken first over the trial at position `j` and
then over the remaining ones. -/
theorem sum_trials_split {n : ℕ} (j : Fin (n + 1)) (F : (Fin (n + 1) → S) → ℝ) :
    ∑ t, F t = ∑ a, ∑ s : Fin n → S, F (Fin.insertNth (α := fun _ => S) j a s) :=
  ((Fin.insertNthEquiv (fun _ : Fin (n + 1) => S) j).sum_comp F).symm.trans
    (Fintype.sum_prod_type _)
```

With $t_j=y$, we have $D_x(t)=q(x,y)D_x(s)$ and $W(t)=A$, where $A=p(y)+W(s)$. Put $B=p(x)+W(r)$. Since
$$\frac1A\min\!\left(1,\frac AB\right)=\min\!\left(\frac1A,\frac1B\right),$$
each position contributes $q(x,y)\,p(y)\,O(x,y)$, and therefore
$$M(x,y)=(n+1)\,q(x,y)\,p(y)\,O(x,y).$$
In the proof, `key` is the identity for the minimum, while `hd` and `hw` factor the draw and split the weight.

```lean
/-- For positive `p`, `move p q n x y` is the number of trials, `n + 1`, times `q x y * p y` times
the overlap. -/
theorem move_eq {p : S → ℝ} (hp : ∀ x, 0 < p x) (q : S → S → ℝ) (n : ℕ) (x y : S) :
    move p q n x y = (n + 1) * (q x y * p y * overlap p q n x y) := by
  have hW : ∀ t : Fin n → S, 0 ≤ weight p t := fun t => sum_nonneg fun i _ => (hp _).le
  have key : ∀ A B : ℝ, 0 < A → 0 < B → min (1 / A) (1 / B) = 1 / A * min 1 (A / B) := by
    intro A B hA hB
    rw [mul_min_of_nonneg _ _ (by positivity), mul_one]
    congr 1
    field_simp
  unfold move
  rw [Finset.sum_comm]
  trans ∑ _j : Fin (n + 1), q x y * p y * overlap p q n x y
  · refine sum_congr rfl fun j _ => ?_
    -- the selected trial, at position `j`, must be `y`
    rw [sum_trials_split j, Finset.sum_eq_single y]
    · unfold overlap
      rw [Finset.mul_sum]
      refine sum_congr rfl fun s _ => ?_
      have hd : draw q x (Fin.insertNth (α := fun _ => S) j y s) = q x y * draw q x s := by
        unfold draw
        rw [Fin.prod_univ_succAbove _ j]
        simp
      have hw : weight p (Fin.insertNth (α := fun _ => S) j y s) = p y + weight p s := by
        unfold weight
        rw [Fin.sum_univ_succAbove _ j]
        simp
      rw [Fin.insertNth_apply_same, if_pos rfl, hd, hw, Finset.mul_sum, Finset.mul_sum]
      refine sum_congr rfl fun r _ => ?_
      rw [accept, hw, key _ _ (add_pos_of_pos_of_nonneg (hp y) (hW s))
        (add_pos_of_pos_of_nonneg (hp x) (hW r))]
      ring
    · intro a _ ha
      refine sum_eq_zero fun s _ => ?_
      rw [Fin.insertNth_apply_same, if_neg ha, mul_zero]
    · intro h
      exact absurd (mem_univ y) h
  · rw [Finset.sum_const, Finset.card_univ, Fintype.card_fin, nsmul_eq_mul]
    push_cast
    ring
```

## Detailed balance

Exchanging $x$ and $y$ in $O$ and renaming $s\leftrightarrow r$ returns the same sum, so $O(x,y)=O(y,x)$. With $q$ symmetric, $p(x)M(x,y)=(n+1)\,q(x,y)\,p(x)p(y)\,O(x,y)$ is symmetric too.

```lean
/-- For positive `p` and symmetric `q`, the accepted moves are in detailed balance with `p`. -/
theorem move_balance {p : S → ℝ} {q : S → S → ℝ} (hp : ∀ x, 0 < p x)
    (hsymm : ∀ x y, q x y = q y x) (n : ℕ) (x y : S) :
    p x * move p q n x y = p y * move p q n y x := by
  -- exchanging `x` and `y` exchanges unselected trials and reference points
  have ho : overlap p q n x y = overlap p q n y x := by
    unfold overlap
    rw [Finset.sum_comm]
    refine sum_congr rfl fun r _ => sum_congr rfl fun s _ => ?_
    rw [min_comm]
    ring
  rw [move_eq hp q n x y, move_eq hp q n y x, ho, hsymm x y]
  ring
```

The rejection probability must not be negative. Replace $a$ by its bound 1. The reference draws then sum to one, as do the selection probabilities and the trial draws, the latter because $\sum_t D_x(t)=\bigl(\sum_y q(x,y)\bigr)^{n+1}=1$. Hence $\sum_y M(x,y)\le1$.

```lean
/-- For positive `p` and row-stochastic `q`, the accepted moves out of a state have total
probability at most one. -/
theorem sum_move_le_one {p : S → ℝ} {q : S → S → ℝ} (hp : ∀ x, 0 < p x)
    (hq : ∀ x y, 0 ≤ q x y) (hrow : ∀ x, ∑ y, q x y = 1) (n : ℕ) (x : S) :
    ∑ y, move p q n x y ≤ 1 := by
  have hD : ∀ (m : ℕ) (z : S), ∑ t : Fin m → S, draw q z t = 1 := by
    intro m z
    have h := Fintype.sum_pow (q z) m
    rw [hrow, one_pow] at h
    exact h.symm
  have hD0 : ∀ (m : ℕ) (z : S) (t : Fin m → S), 0 ≤ draw q z t :=
    fun m z t => prod_nonneg fun i _ => hq _ _
  have hW : ∀ t : Fin (n + 1) → S, 0 < weight p t :=
    fun t => sum_pos (fun i _ => hp _) univ_nonempty
  -- drop the acceptance probability, then sum over the selection
  have h1 : ∑ y, move p q n x y ≤
      ∑ t : Fin (n + 1) → S, ∑ j, draw q x t * (p (t j) / weight p t) := by
    unfold move
    rw [Finset.sum_comm]
    refine sum_le_sum fun t _ => ?_
    rw [Finset.sum_comm]
    refine sum_le_sum fun j _ => ?_
    rw [← Finset.mul_sum, Finset.sum_ite_eq, if_pos (mem_univ _)]
    refine mul_le_of_le_one_right
      (mul_nonneg (hD0 _ _ _) (div_nonneg (hp _).le (hW t).le)) ?_
    rw [← hD n (t j)]
    exact sum_le_sum fun r _ => mul_le_of_le_one_right (hD0 _ _ _) (min_le_left _ _)
  refine h1.trans (le_of_eq ?_)
  rw [← hD (n + 1) x]
  refine sum_congr rfl fun t _ => ?_
  have h2 : (∑ j, p (t j)) / weight p t = 1 := div_self (hW t).ne'
  rw [← Finset.mul_sum, ← Finset.sum_div, h2, mul_one]
```

So $K$ has non-negative entries and its rows sum to one. Detailed balance is trivial for $x=y$; for $x\ne y$ it is the balance of accepted moves.

```lean
/-- For positive `p` and symmetric row-stochastic `q`, the multiple-try Metropolis kernel
with any number `n + 1` of trials is a stochastic matrix and is reversible for `p`. -/
theorem kernel_reversible {p : S → ℝ} {q : S → S → ℝ} (hp : ∀ x, 0 < p x)
    (hq : ∀ x y, 0 ≤ q x y) (hrow : ∀ x, ∑ y, q x y = 1)
    (hsymm : ∀ x y, q x y = q y x) (n : ℕ) :
    (∀ x y, 0 ≤ kernel p q n x y) ∧ (∀ x, ∑ y, kernel p q n x y = 1) ∧
      ∀ x y, p x * kernel p q n x y = p y * kernel p q n y x := by
  have hW : ∀ t : Fin n → S, 0 ≤ weight p t := fun t => sum_nonneg fun i _ => (hp _).le
  have hD : ∀ (z : S) (t : Fin n → S), 0 ≤ draw q z t :=
    fun z t => prod_nonneg fun i _ => hq _ _
  refine ⟨fun x y => ?_, fun x => ?_, fun x y => ?_⟩
  · have ho : 0 ≤ overlap p q n x y :=
      sum_nonneg fun s _ => sum_nonneg fun r _ => mul_nonneg (mul_nonneg (hD _ _) (hD _ _))
        (le_min (one_div_nonneg.2 (add_nonneg (hp y).le (hW s)))
          (one_div_nonneg.2 (add_nonneg (hp x).le (hW r))))
    have hm : 0 ≤ move p q n x y := by
      rw [move_eq hp]
      exact mul_nonneg (by positivity) (mul_nonneg (mul_nonneg (hq x y) (hp y).le) ho)
    have hs := sum_move_le_one hp hq hrow n x
    unfold kernel
    split_ifs <;> linarith
  · unfold kernel
    rw [Finset.sum_add_distrib, Finset.sum_ite_eq, if_pos (mem_univ _)]
    ring
  · by_cases h : x = y
    · rw [h]
    · rw [kernel, kernel, if_neg h, if_neg (Ne.symm h), add_zero, add_zero]
      exact move_balance hp hsymm n x y
```

Summing detailed balance over $x$ gives $\sum_x p(x)K(x,y)=p(y)\sum_x K(y,x)=p(y)$.

```lean
/-- For positive `p` and symmetric row-stochastic `q`, one multiple-try step leaves `p`
unchanged. -/
theorem kernel_stationary {p : S → ℝ} {q : S → S → ℝ} (hp : ∀ x, 0 < p x)
    (hq : ∀ x y, 0 ≤ q x y) (hrow : ∀ x, ∑ y, q x y = 1)
    (hsymm : ∀ x y, q x y = q y x) (n : ℕ) (y : S) :
    ∑ x, p x * kernel p q n x y = p y := by
  obtain ⟨_, hsum, hbal⟩ := kernel_reversible hp hq hrow hsymm n
  rw [Finset.sum_congr rfl fun x _ => hbal x y, ← Finset.mul_sum, hsum, mul_one]
```

## One trial, and two trials without reference points

For $n=0$ the tuples $s$ and $r$ are empty, and for $x\neq y$
$$K(x,y)=q(x,y)\,p(y)\min\!\left(\frac1{p(y)},\frac1{p(x)}\right)=q(x,y)\min\!\left(1,\frac{p(y)}{p(x)}\right).$$

```lean
/-- With a single trial and positive `p`, the probability of moving between distinct states
is that of the Metropolis rule. -/
theorem kernel_single_try {p : S → ℝ} (hp : ∀ x, 0 < p x) (q : S → S → ℝ) {x y : S}
    (hxy : x ≠ y) : kernel p q 0 x y = q x y * min 1 (p y / p x) := by
  have ho : overlap p q 0 x y = min (1 / p y) (1 / p x) := by
    simp [overlap, draw, weight]
  have h : p y * min (1 / p y) (1 / p x) = min 1 (p y / p x) := by
    rw [mul_min_of_nonneg _ _ (hp y).le, mul_one_div_cancel (hp y).ne', mul_one_div]
  rw [kernel, if_neg hxy, add_zero, move_eq hp, ho, ← h]
  push_cast
  ring
```

With more trials, the selection itself favours heavy states. Its probability alone, without acceptance, is `select`.

```lean
/-- The probability that `y` is selected, proportionally to `p`, among `k` trials drawn
from `q x`. Meant for positive `p`. -/
def select (p : S → ℝ) (q : S → S → ℝ) (k : ℕ) (x y : S) : ℝ :=
  ∑ t : Fin k → S, ∑ j, draw q x t * (p (t j) / weight p t) * (if t j = y then 1 else 0)
```

Take two states, labelled 0 and 1, with weights $p(0)=1$ and $p(1)=2$ (normalised: $1/3$ and $2/3$), uniform proposals and two trials. State 1 is selected from 0 with probability $\tfrac14+2\cdot\tfrac14\cdot\tfrac23=\tfrac7{12}$, and state 0 from 1 with probability $\tfrac5{12}$. Under the ordinary Metropolis ratio the normalised flows are $\tfrac13\cdot\tfrac7{12}=\tfrac7{36}$ and $\tfrac23\cdot\tfrac5{12}\cdot\tfrac12=\tfrac5{36}$, which differ.

```lean
/-- Two states with weights 1 and 2, uniform proposals and two trials: accepting the selected
trial with the ordinary Metropolis ratio, without reference points, breaks detailed balance. -/
theorem naive_acceptance_fails :
    let p : Fin 2 → ℝ := ![1, 2]
    let q : Fin 2 → Fin 2 → ℝ := fun _ _ => 1 / 2
    p 0 * (select p q 2 0 1 * min 1 (p 1 / p 0)) ≠
      p 1 * (select p q 2 1 0 * min 1 (p 0 / p 1)) := by
  intro p q
  have hsplit : ∀ F : (Fin 2 → Fin 2) → ℝ,
      ∑ t, F t = F ![0, 0] + F ![0, 1] + (F ![1, 0] + F ![1, 1]) := by
    intro F
    rw [← (finTwoArrowEquiv (Fin 2)).symm.sum_comp F, Fintype.sum_prod_type]
    simp [Fin.sum_univ_two, finTwoArrowEquiv]
  -- the two selection probabilities are 7/12 and 5/12
  have h01 : select p q 2 0 1 = 7 / 12 := by
    unfold select
    rw [hsplit]
    simp [p, q, draw, weight, Fin.sum_univ_two]
    norm_num
  have h10 : select p q 2 1 0 = 5 / 12 := by
    unfold select
    rw [hsplit]
    simp [p, q, draw, weight, Fin.sum_univ_two]
    norm_num
  have p0 : p 0 = 1 := rfl
  have p1 : p 1 = 2 := rfl
  rw [h01, h10, p0, p1, min_eq_left (by norm_num), min_eq_right (by norm_num)]
  norm_num

end

end MultipleTryMetropolis
```

## Reach of the result and a different encoding

For molecular simulation, the theorem supports multiple-try sampling of a Boltzmann distribution on finitely many configurations with symmetric proposals. Passing to continuous coordinates, where sums become integrals over densities, is a further step. Convergence to $p$ is a separate question: if $q$ is the identity matrix, the chain never moves.

The step could also be written as a sequence of random draws in Mathlib's type `PMF S`. Total probability one would then be part of the type and `sum_move_le_one` would be unnecessary. In return, the selection would need a proof that its weights have a non-zero finite sum, and detailed balance would become an identity between extended non-negative reals.

```lean
#print axioms MultipleTryMetropolis.kernel_reversible
-- 'MultipleTryMetropolis.kernel_reversible' depends on axioms: [propext, Classical.choice, Quot.sound]
#print axioms MultipleTryMetropolis.kernel_stationary
-- 'MultipleTryMetropolis.kernel_stationary' depends on axioms: [propext, Classical.choice, Quot.sound]
#print axioms MultipleTryMetropolis.kernel_single_try
-- 'MultipleTryMetropolis.kernel_single_try' depends on axioms: [propext, Classical.choice, Quot.sound]
#print axioms MultipleTryMetropolis.naive_acceptance_fails
-- 'MultipleTryMetropolis.naive_acceptance_fails' depends on axioms: [propext, Classical.choice, Quot.sound]
```
